# Gradient and descreening of an ultrasoft energy for one real orbital on a finite grid

An orbital is taken here to be a real function on a finite set of grid points, and the gradient of the energy is taken with respect to the plain sum $\langle u,v\rangle=\sum_x u(x)v(x)$. The interaction energy is quadratic in the density and there is no exchange-correlation term, so the energy is a polynomial in finitely many real numbers, and its gradient is again a function on the grid. For symmetric kinetic and interaction matrices the gradient is twice the self-consistent Hamiltonian acting on the orbital. Ionic data that restore a reference Hamiltonian at a reference orbital are obtained by two subtractions: the interaction potential of that orbital's density is taken from the screened local potential, and the pairing of the screened local potential with the augmentation function is taken from the nonlocal strength.

## A real orbital, one projector and a quadratic interaction

Let $\psi$ be the orbital, $\beta$ the projector and $Q$ the augmentation function, which restores charge lost when the orbital is smoothed. The density is
$$n_\psi(x)=\psi(x)^2+Q(x)\langle\beta,\psi\rangle^2 .$$
With kinetic matrix $T$, interaction matrix $U$, ionic potential $V_{\rm ion}$ and unscreened nonlocal strength $D_0$, the energy is
$$E(\psi)=\langle\psi,T\psi\rangle+D_0\langle\beta,\psi\rangle^2+\langle V_{\rm ion},n_\psi\rangle+\tfrac12\langle n_\psi,Un_\psi\rangle .$$

In Lean the grid is the finite type `ι`, `⬝ᵥ` is the sum above, `*ᵥ` applies a matrix, and `V * φ` is the pointwise product.

```lean
import Mathlib

open Matrix

namespace UltrasoftDescreening

noncomputable section

variable {ι : Type*} [Fintype ι]

/-- The augmented density `n(x) = ψ(x)² + Q(x)⟨β,ψ⟩²`. -/
def density (Q β ψ : ι → ℝ) : ι → ℝ := fun x => ψ x ^ 2 + Q x * (β ⬝ᵥ ψ) ^ 2
```

The response of the density to a displacement $\varphi$ of the orbital is
$$r(x)=2\psi(x)\varphi(x)+2Q(x)\langle\beta,\psi\rangle\langle\beta,\varphi\rangle .$$

```lean
/-- The first-order change of the augmented density when `ψ` is displaced along `φ`. -/
def densityResponse (Q β ψ φ : ι → ℝ) : ι → ℝ :=
  fun x => 2 * ψ x * φ x + 2 * Q x * (β ⬝ᵥ ψ) * (β ⬝ᵥ φ)

/-- The energy `⟨ψ,Tψ⟩ + D0⟨β,ψ⟩² + ⟨V_ion,n⟩ + ⟨n,Un⟩/2`. -/
def energy (T U : Matrix ι ι ℝ) (Q β Vion : ι → ℝ) (D0 : ℝ) (ψ : ι → ℝ) : ℝ :=
  ψ ⬝ᵥ T *ᵥ ψ + D0 * (β ⬝ᵥ ψ) ^ 2 + Vion ⬝ᵥ density Q β ψ
    + (density Q β ψ ⬝ᵥ U *ᵥ density Q β ψ) / 2
```

A Hamiltonian is a map on orbitals, $\varphi\mapsto T\varphi+V\varphi+D\langle\beta,\varphi\rangle\beta$. The self-consistent one, $H[\psi]$, uses $V=V_{\rm ion}+Un_\psi$ and the strength $D_0+\langle V,Q\rangle$. Self-consistent means here only that the potential is built from the density of $\psi$; $\psi$ need not be an eigenvector of $H[\psi]$. The Lean name `kohnSham` refers to this dependence on the density, and no exchange-correlation potential is included. The orbital that supplies the density and the orbital acted on are separate arguments.

```lean
/-- The Hamiltonian `T + V + D ββᵀ` acting on an orbital. -/
def hamiltonian (T : Matrix ι ι ℝ) (β V : ι → ℝ) (D : ℝ) (φ : ι → ℝ) : ι → ℝ :=
  T *ᵥ φ + V * φ + (D * (β ⬝ᵥ φ)) • β

/-- The screened local potential `V = V_ion + U n`. -/
def screenedPotential (U : Matrix ι ι ℝ) (Q β Vion ψ : ι → ℝ) : ι → ℝ :=
  Vion + U *ᵥ density Q β ψ

/-- The screened nonlocal strength `D0 + ⟨V,Q⟩`. -/
def screenedStrength (U : Matrix ι ι ℝ) (Q β Vion : ι → ℝ) (D0 : ℝ) (ψ : ι → ℝ) : ℝ :=
  D0 + screenedPotential U Q β Vion ψ ⬝ᵥ Q

/-- The self-consistent Hamiltonian built from the density of `ψ`, acting on `φ`. -/
def kohnSham (T U : Matrix ι ι ℝ) (Q β Vion : ι → ℝ) (D0 : ℝ) (ψ φ : ι → ℝ) : ι → ℝ :=
  hamiltonian T β (screenedPotential U Q β Vion ψ) (screenedStrength U Q β Vion D0 ψ) φ
```

The reference atom supplies a screened potential $V_{\rm loc}$, a screened strength $D$ and an orbital $\psi_{\rm ref}$ with density $n_{\rm ref}$. Here $D$ stands for the strength of the nonlocal scattering in the atom in which the pseudopotential was made. All three are inputs, not derived from an all-electron calculation.

```lean
/-- The descreened ionic potential `V_loc - U n_ref`. -/
def descreenedPotential (U : Matrix ι ι ℝ) (Q β Vloc ψref : ι → ℝ) : ι → ℝ :=
  Vloc - U *ᵥ density Q β ψref

/-- The descreened nonlocal strength `D - ⟨V_loc,Q⟩`. -/
def descreenedStrength (Q Vloc : ι → ℝ) (D : ℝ) : ℝ := D - Vloc ⬝ᵥ Q
```

`HasGradient` asks for the full derivative, not only for derivatives along separate directions.

```lean
/-- `g` is the gradient of `F` at `ψ`: the derivative of `F` is the pairing with `g`. -/
def HasGradient (F : (ι → ℝ) → ℝ) (g ψ : ι → ℝ) : Prop :=
  HasFDerivAt F (∑ i, g i • (ContinuousLinearMap.proj i : (ι → ℝ) →L[ℝ] ℝ)) ψ
```

The derivation uses the quadratic interaction when it expands the energy into a finite polynomial. An exchange-correlation functional would generally break that expansion, and it is not included; nor are several orbitals, several projectors, spin or complex orbitals.

## Symmetric kinetic and interaction matrices

Symmetry of $T$ makes the kinetic operator Hermitian on real orbitals. Symmetry of $U$ says that charge at $x$ acts on charge at $y$ as $y$ acts on $x$. Both let a matrix move across the pairing:

```lean
/-- A symmetric matrix can be moved from one side of the pairing to the other. -/
lemma pairing_symm {A : Matrix ι ι ℝ} (hA : A.IsSymm) (u v : ι → ℝ) :
    u ⬝ᵥ A *ᵥ v = v ⬝ᵥ A *ᵥ u := by
  rw [Matrix.dotProduct_mulVec u A v, ← Matrix.mulVec_transpose, hA.eq,
    dotProduct_comm (A *ᵥ u) v]
```

By hand, squaring $\psi+t\varphi$ and $\langle\beta,\psi\rangle+t\langle\beta,\varphi\rangle$ gives
$$n_{\psi+t\varphi}=n_\psi+t\,r+t^2n_\varphi ,$$
with no remainder.

```lean
/-- Along a line of orbitals the augmented density is exactly quadratic. -/
lemma density_line (Q β ψ φ : ι → ℝ) (t : ℝ) :
    density Q β (ψ + t • φ)
      = density Q β ψ + t • densityResponse Q β ψ φ + t ^ 2 • density Q β φ := by
  funext x
  simp only [density, densityResponse, dotProduct_add, dotProduct_smul, Pi.add_apply,
    Pi.smul_apply, smul_eq_mul]
  ring
```

Inserted in $E$, this gives a quartic in $t$ with linear coefficient
$$\langle\psi,T\varphi\rangle+\langle\varphi,T\psi\rangle+2D_0\langle\beta,\psi\rangle\langle\beta,\varphi\rangle+\langle V_{\rm ion},r\rangle+\tfrac12\langle n_\psi,Ur\rangle+\tfrac12\langle r,Un_\psi\rangle .$$
Symmetry merges the two kinetic terms into $2\langle\varphi,T\psi\rangle$ and the two interaction terms into $\langle Un_\psi,r\rangle$. The latter joins the ionic term to form $\langle V,r\rangle$, and
$$\langle V,r\rangle=2\langle\varphi,V\psi\rangle+2\langle V,Q\rangle\langle\beta,\psi\rangle\langle\beta,\varphi\rangle .$$
The coefficient is therefore
$$2\langle\varphi,T\psi+V\psi+(D_0+\langle V,Q\rangle)\langle\beta,\psi\rangle\beta\rangle=2\langle\varphi,H[\psi]\psi\rangle .$$

In the proof, `hm` is the formula for a potential paired with $r$, and `hg` rewrites $2\langle\varphi,H[\psi]\psi\rangle$ through it. The final `linear_combination` uses `pairing_symm` once for $T$ and three times for $U$.

```lean
/-- For symmetric `T` and `U`, the energy along a line of orbitals is a polynomial of degree at most
four whose linear coefficient is `2⟨φ, H[ψ]ψ⟩`. -/
lemma energy_line {T U : Matrix ι ι ℝ} (hT : T.IsSymm) (hU : U.IsSymm)
    (Q β Vion : ι → ℝ) (D0 : ℝ) (ψ φ : ι → ℝ) :
    ∃ a b c : ℝ, ∀ t : ℝ, energy T U Q β Vion D0 (ψ + t • φ)
      = energy T U Q β Vion D0 ψ + t * (2 * (φ ⬝ᵥ kohnSham T U Q β Vion D0 ψ ψ))
        + t ^ 2 * a + t ^ 3 * b + t ^ 4 * c := by
  -- a potential paired with the density response
  have hm : ∀ W : ι → ℝ, W ⬝ᵥ densityResponse Q β ψ φ
      = 2 * (φ ⬝ᵥ (W * ψ)) + 2 * (β ⬝ᵥ ψ) * (β ⬝ᵥ φ) * (W ⬝ᵥ Q) := by
    intro W
    unfold densityResponse
    generalize β ⬝ᵥ ψ = b
    generalize β ⬝ᵥ φ = c
    simp only [dotProduct, Finset.mul_sum, Pi.mul_apply]
    rw [← Finset.sum_add_distrib]
    exact Finset.sum_congr rfl fun x _ => by ring
  -- the linear coefficient, written with the density response
  have hg : 2 * (φ ⬝ᵥ kohnSham T U Q β Vion D0 ψ ψ)
      = 2 * (φ ⬝ᵥ T *ᵥ ψ) + 2 * D0 * (β ⬝ᵥ ψ) * (β ⬝ᵥ φ)
        + Vion ⬝ᵥ densityResponse Q β ψ φ
        + densityResponse Q β ψ φ ⬝ᵥ U *ᵥ density Q β ψ := by
    have h := hm (screenedPotential U Q β Vion ψ)
    have e : screenedPotential U Q β Vion ψ ⬝ᵥ densityResponse Q β ψ φ
        = Vion ⬝ᵥ densityResponse Q β ψ φ
          + densityResponse Q β ψ φ ⬝ᵥ U *ᵥ density Q β ψ := by
      unfold screenedPotential
      rw [add_dotProduct, dotProduct_comm (U *ᵥ density Q β ψ)]
    simp only [kohnSham, hamiltonian, screenedStrength, dotProduct_add, dotProduct_smul,
      smul_eq_mul]
    rw [dotProduct_comm φ β]
    linear_combination e - h
  refine ⟨φ ⬝ᵥ T *ᵥ φ + D0 * (β ⬝ᵥ φ) ^ 2 + Vion ⬝ᵥ density Q β φ
      + density Q β φ ⬝ᵥ U *ᵥ density Q β ψ
      + (densityResponse Q β ψ φ ⬝ᵥ U *ᵥ densityResponse Q β ψ φ) / 2,
    densityResponse Q β ψ φ ⬝ᵥ U *ᵥ density Q β φ,
    (density Q β φ ⬝ᵥ U *ᵥ density Q β φ) / 2, fun t => ?_⟩
  rw [hg]
  simp only [energy, density_line, Matrix.mulVec_add, Matrix.mulVec_smul, dotProduct_add,
    add_dotProduct, dotProduct_smul, smul_dotProduct, smul_eq_mul]
  linear_combination t * pairing_symm hT ψ φ
    + t / 2 * pairing_symm hU (density Q β ψ) (densityResponse Q β ψ φ)
    + t ^ 2 / 2 * pairing_symm hU (density Q β ψ) (density Q β φ)
    + t ^ 3 / 2 * pairing_symm hU (density Q β φ) (densityResponse Q β ψ φ)
```

The energy is a polynomial in the values $\psi(x)$, so it is differentiable, and its derivative in direction $\varphi$ is the linear coefficient just found. Since this holds for every $\varphi$, the gradient is $2H[\psi]\psi$. The proof obtains differentiability from `fun_prop`, computes the derivative along the line by the chain rule (`h1`) and from the quartic (`h2`), and equates the two by uniqueness.

```lean
/-- For symmetric `T` and `U`, the gradient of the energy is `2(T + V + (D0 + ⟨V,Q⟩)ββᵀ)ψ` with `V =
V_ion + U n`. -/
theorem energy_hasGradient {T U : Matrix ι ι ℝ} (hT : T.IsSymm) (hU : U.IsSymm)
    (Q β Vion : ι → ℝ) (D0 : ℝ) (ψ : ι → ℝ) :
    HasGradient (energy T U Q β Vion D0) ((2 : ℝ) • kohnSham T U Q β Vion D0 ψ ψ) ψ := by
  have hd : DifferentiableAt ℝ (energy T U Q β Vion D0) ψ := by
    delta energy density
    simp only [dotProduct, Matrix.mulVec]
    fun_prop
  unfold HasGradient
  refine hd.hasFDerivAt.congr_fderiv (ContinuousLinearMap.ext fun φ => ?_)
  -- compare the chain rule with the explicit polynomial along the line
  obtain ⟨a, b, c, h⟩ := energy_line hT hU Q β Vion D0 ψ φ
  have h1 : HasDerivAt (fun t : ℝ => energy T U Q β Vion D0 (ψ + t • φ))
      (fderiv ℝ (energy T U Q β Vion D0) ψ φ) 0 :=
    hd.hasFDerivAt.hasLineDerivAt φ
  have h2 : HasDerivAt (fun t : ℝ => energy T U Q β Vion D0 (ψ + t • φ))
      (2 * (φ ⬝ᵥ kohnSham T U Q β Vion D0 ψ ψ)) 0 := by
    simp only [h]
    refine (((((hasDerivAt_const (0 : ℝ) _).fun_add
      ((hasDerivAt_id' (0 : ℝ)).mul_const _)).fun_add
      ((hasDerivAt_pow 2 (0 : ℝ)).mul_const a)).fun_add
      ((hasDerivAt_pow 3 (0 : ℝ)).mul_const b)).fun_add
      ((hasDerivAt_pow 4 (0 : ℝ)).mul_const c)).congr_deriv ?_
    norm_num
  rw [h1.unique h2]
  simp only [_root_.sum_apply, _root_.smul_apply,
    ContinuousLinearMap.proj_apply, Pi.smul_apply, smul_eq_mul, dotProduct, Finset.mul_sum]
  exact Finset.sum_congr rfl fun i _ => by ring
```

Without symmetry the formula fails already on two points. Set $Q$, $\beta$, $V_{\rm ion}$ and $D_0$ to zero, and let $A=\begin{pmatrix}0&1\\0&0\end{pmatrix}$.

- With $T=A$ and $U=0$, the energy is $\psi_1\psi_2$ and its gradient is $(\psi_2,\psi_1)$, whereas $2T\psi=(2\psi_2,0)$.
- With $T=0$ and $U=A$, the energy is $\tfrac12\psi_1^2\psi_2^2$ and its gradient is $(\psi_1\psi_2^2,\psi_1^2\psi_2)$, whereas the formula gives $(2\psi_1\psi_2^2,0)$.

This gradient is unconstrained. A calculation at fixed charge adds a Lagrange multiplier term.

## Ionic data with the reference screening removed

The condition on the ionic data is that screening them with $n_{\rm ref}$ returns $V_{\rm loc}$ and $D$:
$$V_{\rm ion}+Un_{\rm ref}=V_{\rm loc},\qquad D_0+\langle V_{\rm loc},Q\rangle=D .$$
The first equation gives $V_{\rm ion}=V_{\rm loc}-Un_{\rm ref}$ and the second gives $D_0=D-\langle V_{\rm loc},Q\rangle$. The proof solves them in the same order and needs no symmetry.

```lean
/-- Ionic data screen to `(V_loc, D)` at the reference orbital exactly when they are the
descreened data. -/
theorem screened_eq_iff (U : Matrix ι ι ℝ) (Q β Vloc ψref Vion : ι → ℝ) (D D0 : ℝ) :
    (screenedPotential U Q β Vion ψref = Vloc ∧ screenedStrength U Q β Vion D0 ψref = D) ↔
      (Vion = descreenedPotential U Q β Vloc ψref ∧ D0 = descreenedStrength Q Vloc D) := by
  constructor
  · rintro ⟨h1, h2⟩
    unfold screenedStrength at h2
    rw [h1] at h2
    unfold screenedPotential at h1
    exact ⟨eq_sub_of_add_eq h1, eq_sub_of_add_eq h2⟩
  · rintro ⟨rfl, rfl⟩
    have h1 : screenedPotential U Q β (descreenedPotential U Q β Vloc ψref) ψref = Vloc := by
      unfold screenedPotential descreenedPotential
      rw [sub_add_cancel]
    refine ⟨h1, ?_⟩
    unfold screenedStrength descreenedStrength
    rw [h1, sub_add_cancel]
```

The uniqueness concerns the pair $(V_{\rm loc},D)$, not the operator alone: on a single point with $\beta=1$, the Hamiltonian depends only on $V+D$.

Substitution into $H[\psi_{\rm ref}]$ gives $T+V_{\rm loc}+D\beta\beta^{\mathsf T}$. The first half of the next theorem states this as an equality of maps, so it holds on every orbital; the second half adds the gradient at $\psi_{\rm ref}$, where symmetry enters again.

```lean
/-- With descreened ionic data, the self-consistent Hamiltonian at the reference orbital is the
reference Hamiltonian `T + V_loc + D ββᵀ`, and for symmetric `T` and `U` the energy gradient there
is twice its action on that orbital. -/
theorem descreening_recovers_reference {T U : Matrix ι ι ℝ} (hT : T.IsSymm) (hU : U.IsSymm)
    (Q β Vloc ψref : ι → ℝ) (D : ℝ) :
    kohnSham T U Q β (descreenedPotential U Q β Vloc ψref) (descreenedStrength Q Vloc D) ψref
        = hamiltonian T β Vloc D ∧
      HasGradient
        (energy T U Q β (descreenedPotential U Q β Vloc ψref) (descreenedStrength Q Vloc D))
        ((2 : ℝ) • hamiltonian T β Vloc D ψref) ψref := by
  obtain ⟨h1, h2⟩ := (screened_eq_iff U Q β Vloc ψref _ D _).2 ⟨rfl, rfl⟩
  have hH : kohnSham T U Q β (descreenedPotential U Q β Vloc ψref)
      (descreenedStrength Q Vloc D) ψref = hamiltonian T β Vloc D := by
    funext φ
    unfold kohnSham
    rw [h1, h2]
  refine ⟨hH, ?_⟩
  have hg := energy_hasGradient hT hU Q β (descreenedPotential U Q β Vloc ψref)
    (descreenedStrength Q Vloc D) ψref
  rwa [hH] at hg
```

If $V_{\rm loc}$ itself were used as the ionic potential, the screened potential would be $V_{\rm loc}+Un_{\rm ref}$, with the reference interaction counted twice. In pseudopotential generation, this subtraction is what allows data made in one atom to be screened afresh elsewhere; the theorem establishes recovery at the reference orbital, within this one-orbital model, and says nothing about accuracy in other environments.

## A non-negative interaction and a minimising reference orbital

Away from the reference, write $H_{\rm ref}=T+V_{\rm loc}+D\beta\beta^{\mathsf T}$ and $\delta n=n_\psi-n_{\rm ref}$. The number $\langle\psi,H_{\rm ref}\psi\rangle$, not divided by any norm, is called the reference expectation value of $\psi$. From the definition of the density,
$$\langle V_{\rm loc},n_\psi\rangle=\langle\psi,V_{\rm loc}\psi\rangle+\langle V_{\rm loc},Q\rangle\langle\beta,\psi\rangle^2 .$$
The last term cancels the subtraction in $D_0$, which leaves
$$E(\psi)=\langle\psi,H_{\rm ref}\psi\rangle-\langle n_\psi,Un_{\rm ref}\rangle+\tfrac12\langle n_\psi,Un_\psi\rangle .$$
Completing the square, with $U$ symmetric, gives
$$E(\psi)=\langle\psi,H_{\rm ref}\psi\rangle+\tfrac12\langle\delta n,U\delta n\rangle-\tfrac12\langle n_{\rm ref},Un_{\rm ref}\rangle .$$
In the proof, `h` is the formula for $\langle V_{\rm loc},n_\psi\rangle$, and a single use of `pairing_symm` completes the square.

```lean
/-- For symmetric `U`, the descreened energy of any orbital `ψ` is its reference expectation value
`⟨ψ, (T + V_loc + D ββᵀ)ψ⟩`, plus the interaction energy of the density change, minus the
interaction energy of the reference density. -/
theorem descreened_energy (T : Matrix ι ι ℝ) {U : Matrix ι ι ℝ} (hU : U.IsSymm)
    (Q β Vloc ψref : ι → ℝ) (D : ℝ) (ψ : ι → ℝ) :
    energy T U Q β (descreenedPotential U Q β Vloc ψref) (descreenedStrength Q Vloc D) ψ
      = ψ ⬝ᵥ hamiltonian T β Vloc D ψ
        + ((density Q β ψ - density Q β ψref) ⬝ᵥ
            U *ᵥ (density Q β ψ - density Q β ψref)) / 2
        - (density Q β ψref ⬝ᵥ U *ᵥ density Q β ψref) / 2 := by
  -- the local potential acts on the orbital and on the augmentation charge
  have h : Vloc ⬝ᵥ density Q β ψ = ψ ⬝ᵥ (Vloc * ψ) + (β ⬝ᵥ ψ) ^ 2 * (Vloc ⬝ᵥ Q) := by
    unfold density
    generalize β ⬝ᵥ ψ = b
    simp only [dotProduct, Finset.mul_sum, Pi.mul_apply]
    rw [← Finset.sum_add_distrib]
    exact Finset.sum_congr rfl fun x _ => by ring
  simp only [energy, hamiltonian, descreenedPotential, descreenedStrength, Matrix.mulVec_sub,
    dotProduct_sub, sub_dotProduct, dotProduct_add, dotProduct_smul, smul_eq_mul]
  rw [dotProduct_comm (U *ᵥ density Q β ψref) (density Q β ψ), dotProduct_comm ψ β]
  linear_combination h + 1 / 2 * pairing_symm hU (density Q β ψref) (density Q β ψ)
```

Two further hypotheses turn this identity into a minimum principle. `hpos` says that no charge fluctuation has negative interaction energy. `hmin` says that $\psi_{\rm ref}$ has the lowest reference expectation value among orbitals of the same total charge $\sum_x n_\psi(x)$, augmentation included. For such an orbital,
$$E(\psi)-E(\psi_{\rm ref})=\langle\psi,H_{\rm ref}\psi\rangle-\langle\psi_{\rm ref},H_{\rm ref}\psi_{\rm ref}\rangle+\tfrac12\langle\delta n,U\delta n\rangle\ge0 .$$
`hmin` bounds the difference of the first two terms and `hpos` bounds the last. In the proof these are `h3` and `h2`; `h0` and `h1` are the energy identity at the two orbitals, and `linarith` adds them up.

```lean
/-- For a positive semidefinite interaction, a reference orbital that minimises the reference
expectation value at fixed total charge also minimises the descreened energy at that charge. -/
theorem reference_minimises_energy (T : Matrix ι ι ℝ) {U : Matrix ι ι ℝ} (hU : U.IsSymm)
    (hpos : ∀ v : ι → ℝ, 0 ≤ v ⬝ᵥ U *ᵥ v) (Q β Vloc ψref : ι → ℝ) (D : ℝ)
    (hmin : ∀ ψ : ι → ℝ, ∑ x, density Q β ψ x = ∑ x, density Q β ψref x →
      ψref ⬝ᵥ hamiltonian T β Vloc D ψref ≤ ψ ⬝ᵥ hamiltonian T β Vloc D ψ)
    (ψ : ι → ℝ) (hψ : ∑ x, density Q β ψ x = ∑ x, density Q β ψref x) :
    energy T U Q β (descreenedPotential U Q β Vloc ψref) (descreenedStrength Q Vloc D) ψref
      ≤ energy T U Q β (descreenedPotential U Q β Vloc ψref)
          (descreenedStrength Q Vloc D) ψ := by
  have h0 := descreened_energy T hU Q β Vloc ψref D ψref
  rw [sub_self, Matrix.mulVec_zero, dotProduct_zero] at h0
  have h1 := descreened_energy T hU Q β Vloc ψref D ψ
  have h2 := hpos (density Q β ψ - density Q β ψref)
  have h3 := hmin ψ hψ
  linarith

end

end UltrasoftDescreening
```

```lean
#print axioms UltrasoftDescreening.descreening_recovers_reference
#print axioms UltrasoftDescreening.descreened_energy
#print axioms UltrasoftDescreening.reference_minimises_energy
```

```
'UltrasoftDescreening.descreening_recovers_reference' depends on axioms: [propext, Classical.choice, Quot.sound]
'UltrasoftDescreening.descreened_energy' depends on axioms: [propext, Classical.choice, Quot.sound]
'UltrasoftDescreening.reference_minimises_energy' depends on axioms: [propext, Classical.choice, Quot.sound]
```

Without `hpos` the conclusion can fail. On two points take $T$, $\beta$, $Q$, $V_{\rm loc}$ and $D$ zero, $U=-1$ times the identity, and $\psi_{\rm ref}=(1,1)/\sqrt2$. Every reference expectation value is zero, so `hmin` holds. The descreened potential is $(\tfrac12,\tfrac12)$, and $E(\psi_{\rm ref})=\tfrac12-\tfrac14=\tfrac14$. The orbital $(1,0)$ has the same charge and the lower energy $\tfrac12-\tfrac12=0$: an attractive interaction rewards localisation.

Without `hmin` it can fail even for $U=0$, because $E(\psi)$ is then just the reference expectation value. An excited reference orbital still satisfies the recovery theorem, but need not minimise the energy.
